# The direction-averaged square of the loss amplitude 1/w − 1/(w − kμ), divided by k², tends to 1/(3w⁴) as k decreases to zero

For a moving charge, the file defines the loss amplitude 1/w − 1/(w − kμ), where w is the loss energy, k is a recoil scale in the same units as w, and μ is a direction cosine. The angular average is half the integral of the squared amplitude over μ from −1 to 1. The theorem `threshold_law` states that, for fixed w > 0, this average divided by k² tends to 1/(3w⁴) as k decreases to zero. The proof squeezes the quotient between 1/(3w²(w + k)²) and 1/(3w²(w − k)²), using bounds already proved for 0 < k < w, and both of these tend to the stated limit.

Lean 4 with Mathlib refuses this proof:

```lean
import Mathlib

open Filter Topology

namespace MovingChargeLoss

noncomputable section

/-- Loss amplitude of a moving charge at loss energy `w`, recoil scale `k = q v` and direction
cosine `μ`; its domain is `w ≠ 0`, `k μ ≠ w`. -/
def lossAmplitude (w k μ : ℝ) : ℝ := 1 / w - 1 / (w - k * μ)

/-- Average of the squared loss amplitude over the direction cosine in `[-1, 1]`,
for `0 ≤ k < w`. -/
def angularAverage (w k : ℝ) : ℝ := (1 / 2) * ∫ μ in (-1 : ℝ)..1, lossAmplitude w k μ ^ 2

/-- Over a common denominator the loss amplitude is `-(k μ) / (w (w - k μ))`. -/
theorem lossAmplitude_eq {w k μ : ℝ} (hw : w ≠ 0) (hd : w - k * μ ≠ 0) :
    lossAmplitude w k μ = -(k * μ) / (w * (w - k * μ)) := by
  unfold lossAmplitude
  rw [div_sub_div _ _ hw hd]
  congr 1
  ring

/-- For `0 < k < w` the energy denominator is positive in every direction. -/
theorem denominator_pos {w k μ : ℝ} (hk : 0 < k) (hkw : k < w)
    (hμ : μ ∈ Set.Icc (-1 : ℝ) 1) : 0 < w - k * μ := by
  have h := mul_le_mul_of_nonneg_left hμ.2 hk.le
  linarith

/-- For `0 < k < w` the squared loss amplitude is integrable over the direction cosine. -/
theorem sq_integrable {w k : ℝ} (hk : 0 < k) (hkw : k < w) :
    IntervalIntegrable (fun μ => lossAmplitude w k μ ^ 2) MeasureTheory.volume (-1) 1 := by
  apply ContinuousOn.intervalIntegrable
  rw [Set.uIcc_of_le (by norm_num)]
  unfold lossAmplitude
  refine (continuousOn_const.sub (continuousOn_const.div (by fun_prop) ?_)).pow 2
  intro μ hμ
  exact (denominator_pos hk hkw hμ).ne'

/-- Two-sided algebraic bounds on the angular average for `0 < k < w`. -/
theorem angularAverage_bounds {w k : ℝ} (hk : 0 < k) (hkw : k < w) :
    k ^ 2 / (w ^ 2 * (w + k) ^ 2) / 3 ≤ angularAverage w k ∧
      angularAverage w k ≤ k ^ 2 / (w ^ 2 * (w - k) ^ 2) / 3 := by
  have hw : 0 < w := hk.trans hkw
  have hI : ∀ c : ℝ, ∫ μ in (-1 : ℝ)..1, c * μ ^ 2 = c * (2 / 3) := by
    intro c
    rw [intervalIntegral.integral_const_mul, integral_pow]
    norm_num
  have hc : ∀ c : ℝ, IntervalIntegrable (fun μ : ℝ => c * μ ^ 2)
      MeasureTheory.volume (-1) 1 := fun c =>
    Continuous.intervalIntegrable (by fun_prop) _ _
  have hsq : ∀ μ ∈ Set.Icc (-1 : ℝ) 1,
      lossAmplitude w k μ ^ 2 = k ^ 2 / (w ^ 2 * (w - k * μ) ^ 2) * μ ^ 2 := by
    intro μ hμ
    rw [lossAmplitude_eq hw.ne' (denominator_pos hk hkw hμ).ne', div_pow]
    ring
  -- a larger denominator gives a smaller square
  have key : ∀ μ a b : ℝ, 0 < a → a ≤ b →
      k ^ 2 / (w ^ 2 * b ^ 2) * μ ^ 2 ≤ k ^ 2 / (w ^ 2 * a ^ 2) * μ ^ 2 := by
    intro μ a b ha hab
    gcongr
  have lo := intervalIntegral.integral_mono_on (by norm_num)
    (hc (k ^ 2 / (w ^ 2 * (w + k) ^ 2))) (sq_integrable hk hkw) (fun μ hμ => by
      rw [hsq μ hμ]
      exact key μ _ _ (denominator_pos hk hkw hμ) (by nlinarith [hμ.1]))
  have hi := intervalIntegral.integral_mono_on (by norm_num) (sq_integrable hk hkw)
    (hc (k ^ 2 / (w ^ 2 * (w - k) ^ 2))) (fun μ hμ => by
      rw [hsq μ hμ]
      exact key μ _ _ (sub_pos.2 hkw) (by nlinarith [hμ.2]))
  rw [hI] at lo hi
  unfold angularAverage
  constructor <;> linarith

/-- Threshold law: the angular average divided by `k ^ 2` tends to `1 / (3 w ^ 4)` as `k`
decreases to zero. -/
theorem threshold_law {w : ℝ} (hw : 0 < w) :
    Tendsto (fun k => angularAverage w k / k ^ 2) (𝓝[>] 0) (𝓝 (1 / (3 * w ^ 4))) := by
  -- both bounds have the same limit
  have hlim : ∀ s : ℝ, Tendsto (fun k : ℝ => 1 / (3 * w ^ 2 * (w + s * k) ^ 2))
      (𝓝[>] 0) (𝓝 (1 / (3 * w ^ 4))) := by
    intro s
    have hc : ContinuousAt (fun k : ℝ => 1 / (3 * w ^ 2 * (w + s * k) ^ 2)) 0 := by
      refine continuousAt_const.div (by fun_prop) ?_
      rw [mul_zero, add_zero]
      positivity
    have e : 1 / (3 * w ^ 4) = 1 / (3 * w ^ 2 * (w + s * 0) ^ 2) := by
      rw [mul_zero, add_zero]
      ring
    rw [e]
    exact hc.tendsto.mono_left nhdsWithin_le_nhds
  refine tendsto_of_tendsto_of_tendsto_of_le_of_le' (hlim 1) (hlim (-1)) ?_ ?_
  · filter_upwards [Ioo_mem_nhdsGT hw] with k hk
    have hk0 : 0 < k := hk.1
    rw [le_div_iff₀ (by positivity)]
    refine le_trans (le_of_eq ?_) (angularAverage_bounds hk.1 hk.2).1
    rw [one_mul]
    ring
  · filter_upwards [Ioo_mem_nhdsGT hw] with k hk
    have hk0 : 0 < k := hk.1
    rw [div_le_iff₀ (by positivity)]
    refine le_trans (angularAverage_bounds hk.1 hk.2).2 (le_of_eq ?_)
    rw [neg_one_mul, ← sub_eq_add_neg]
    ring

end

end MovingChargeLoss
```

The error:

```
Try this:
  [apply] ring_nf
  
  The `ring` tactic failed to close the goal. Use `ring_nf` to obtain a normal form.
    
  Note that `ring` works primarily in *commutative* rings. If you have a noncommutative ring, abelian group or module, consider using `noncomm_ring`, `abel` or `module` instead.
Main.lean:93:2: error: unsolved goals
w : ℝ
hw : 0 < w
hlim : ∀ (s : ℝ), Tendsto (fun k => 1 / (3 * w ^ 2 * (w + s * k) ^ 2)) (𝓝[>] 0) (𝓝 (1 / (3 * w ^ 4)))
k : ℝ
hk : k ∈ Set.Ioo 0 w
hk0 : 0 < k
⊢ k ^ 2 * (w ^ 2 * k ^ 2 * 3 + w ^ 3 * k * 6 + w ^ 4 * 3)⁻¹ =
    k ^ 2 * (w ^ 2 * k ^ 2 + w ^ 3 * k * 2 + w ^ 4)⁻¹ * (1 / 3)
Try this:
  [apply] ring_nf
  
  The `ring` tactic failed to close the goal. Use `ring_nf` to obtain a normal form.
    
  Note that `ring` works primarily in *commutative* rings. If you have a noncommutative ring, abelian group or module, consider using `noncomm_ring`, `abel` or `module` instead.
Main.lean:99:2: error: unsolved goals
w : ℝ
hw : 0 < w
hlim : ∀ (s : ℝ), Tendsto (fun k => 1 / (3 * w ^ 2 * (w + s * k) ^ 2)) (𝓝[>] 0) (𝓝 (1 / (3 * w ^ 4)))
k : ℝ
hk : k ∈ Set.Ioo 0 w
hk0 : 0 < k
⊢ k ^ 2 * (-(k * w ^ 3 * 2) + k ^ 2 * w ^ 2 + w ^ 4)⁻¹ * (1 / 3) =
    k ^ 2 * (-(k * w ^ 3 * 6) + k ^ 2 * w ^ 2 * 3 + w ^ 4 * 3)⁻¹
```

Diagnosis. The two errors are the same failure, once for each bound. Each final `ring` has to prove a true equality in which one side has the factor 3 inside the denominator and the other divides by 3 separately. `ring` multiplies out a denominator such as 3w²(w + k)² into a sum and then treats the inverse of that sum as a single unit. It does not take the common factor 3 out of the sum, so the two inverses in each remaining goal do not match. The suggested `ring_nf` would not help, as the goals shown are already what normalisation leaves.

The repair makes each side a single fraction before calling `ring`. `div_mul_eq_mul_div` and `one_mul` turn the product of 1/(…) and k² into k²/(…), and `div_div` moves the separate 3 into the other denominator. Both numerators are now k², so `congr 1` leaves only the equality of the denominators. That is a polynomial identity with no inverses, which `ring` proves.

As a diff, the version that Lean accepts:

```diff
@@ -95,5 +95,6 @@
     rw [le_div_iff₀ (by positivity)]
     refine le_trans (le_of_eq ?_) (angularAverage_bounds hk.1 hk.2).1
-    rw [one_mul]
+    rw [one_mul, div_mul_eq_mul_div, one_mul, div_div]
+    congr 1
     ring
   · filter_upwards [Ioo_mem_nhdsGT hw] with k hk
@@ -101,5 +102,6 @@
     rw [div_le_iff₀ (by positivity)]
     refine le_trans (angularAverage_bounds hk.1 hk.2).2 (le_of_eq ?_)
-    rw [neg_one_mul, ← sub_eq_add_neg]
+    rw [neg_one_mul, ← sub_eq_add_neg, div_mul_eq_mul_div, one_mul, div_div]
+    congr 1
     ring
 
```
